# Leading-logarithm terms built from 1 by repeated integration over the logarithm with factor 2g are (2gL)^n/n!

The leading-logarithm terms are defined here by a recursion: the zeroth term is 1, and each further order is 2g times the integral of the preceding one from 0 to L. The theorem states that the term of order n is (2gL)^n/n!, for every real g and L and every natural number n. The recursion is taken as the definition and is not derived from a Hamiltonian or from diagrams, and nothing is said about the sum of the terms. The proof is by induction on n: it writes the preceding term as a constant times x^n, integrates that monomial, and leaves the remaining algebra to `ring`.

Lean 4 with Mathlib refuses this proof:

```lean
import Mathlib

open Filter

namespace LogTermEq

noncomputable section

/-- The leading-logarithm terms: the zeroth term is 1, and each further order is `2g` times
the integral of the preceding term over `[0, L]`. -/
def logTerm (g : ℝ) : ℕ → ℝ → ℝ
  | 0 => fun _ => 1
  | n + 1 => fun L => 2 * g * ∫ x in (0 : ℝ)..L, logTerm g n x

/-- The leading-logarithm term of order `n` is `(2gL)^n / n!`. -/
theorem logTerm_eq (g : ℝ) (n : ℕ) (L : ℝ) :
    logTerm g n L = (2 * g * L) ^ n / (n.factorial : ℝ) := by
  induction n generalizing L with
  | zero => simp [logTerm]
  | succ n ih =>
    -- the preceding order is a monomial in the logarithm
    have h : logTerm g n = fun x => (2 * g) ^ n / (n.factorial : ℝ) * x ^ n := by
      funext x
      rw [ih x, mul_pow (2 * g) x n]
      ring
    have h0 : (0 : ℝ) ^ (n + 1) = 0 := by simp
    change 2 * g * (∫ x in (0 : ℝ)..L, logTerm g n x) = _
    simp only [h, intervalIntegral.integral_const_mul, integral_pow]
    rw [h0, Nat.factorial_succ]
    push_cast
    ring

end

end LogTermEq
```

Messages:

```
Try this:
  [apply] ring_nf
  
  The `ring` tactic failed to close the goal. Use `ring_nf` to obtain a normal form.
    
  Note that `ring` works primarily in *commutative* rings. If you have a noncommutative ring, abelian group or module, consider using `noncomm_ring`, `abel` or `module` instead.
Main.lean:20:14: error: unsolved goals
case succ
g : ℝ
n : ℕ
ih : ∀ (L : ℝ), logTerm g n L = (2 * g * L) ^ n / ↑n.factorial
L : ℝ
h : logTerm g n = fun x => (2 * g) ^ n / ↑n.factorial * x ^ n
h0 : 0 ^ (n + 1) = 0
⊢ g * g ^ n * (↑n.factorial)⁻¹ * L * L ^ n * (1 + ↑n)⁻¹ * 2 ^ n * 2 =
    g * g ^ n * L * L ^ n * (↑n.factorial + ↑n.factorial * ↑n)⁻¹ * 2 ^ n * 2
```

The first message says that `ring` did not close the goal and suggests `ring_nf`. The error shows what was left of the successor case, and there the two sides differ only in their inverses. The left has `(↑n.factorial)⁻¹` times `(1 + ↑n)⁻¹`, while the right has the single inverse `(↑n.factorial + ↑n.factorial * ↑n)⁻¹`.

These are equal, but `ring` does not see it. After `Nat.factorial_succ` and `push_cast`, the denominator on the right is the product of n + 1 and n!. `ring` multiplies this out into a sum before inverting, and it treats the inverse of a sum as an atom, without factoring the sum again.

The added `simp only` acts while the denominator is still a product. `div_eq_mul_inv` turns division into multiplication by an inverse, and `mul_inv` splits the inverse of the product into the inverses of its factors. Both sides then contain the same inverses, and `ring` closes the goal. The added comment only describes this step.

The repair, with which the file compiles:

```diff
@@ -29,4 +29,6 @@
     rw [h0, Nat.factorial_succ]
     push_cast
+    -- split the inverse of (n + 1) * n! into its two factors
+    simp only [div_eq_mul_inv, mul_inv]
     ring
 
```
